# On cooling, a two-dimensional exciton branch with a linear dispersion term empties relative to a parabolic branch with the same minimum (Boltzmann statistics)

In a two-dimensional semiconductor, electron–hole exchange can split an exciton level into two branches that touch at zero centre-of-mass wave number q. One branch rises linearly from the touching point, the other parabolically. Since the two are degenerate at q = 0, their energies at that point don't decide which one holds the excitons at low temperature. How is the population shared as the sample cools?

Measure energies from the common minimum and take

E₁(q) = aq + cq²,  E₂(q) = cq²,

where a is the slope of the linear term and c the coefficient of the quadratic term, the same in both branches. The letter T stands for the thermal energy, that is, Boltzmann's constant times temperature.

```lean
import Mathlib

open MeasureTheory Set Filter Topology

namespace ExcitonBranchOccupation

noncomputable section
```

For isotropic branches, the sum over wave vectors becomes an integral over q > 0 with weight q. Up to a factor that is common to both branches and independent of q, the population of the first is given by the integral below. The omitted factor can depend on temperature, for instance when the exciton density is held fixed, but it cancels in the ratios studied here.

P(a, c, T) = ∫₀^∞ q exp(−(aq + cq²)/T) dq.

In Lean this is `population a c T`, with `Ioi (0 : ℝ)` for the range q > 0. The definition accepts all real parameters; the theorems add the signs they need.

```lean
/-- Boltzmann population, up to a constant factor, of a two-dimensional exciton branch with energy
`a q + c q²` at thermal energy `T > 0`, provided that the integral converges; the weight `q` is the
phase-space factor. -/
def population (a c T : ℝ) : ℝ :=
  ∫ q in Ioi (0 : ℝ), q * Real.exp (-(a * q + c * q ^ 2) / T)
```

The parabolic branch is the case a = 0, so the relative occupation is

R(T) = P(a, c, T) / P(0, c, T),

written `relativeOccupation a c T`.

```lean
/-- Population of the branch `a q + c q²` relative to that of the parabolic branch `c q²`,
for `c > 0` and `T > 0`. -/
def relativeOccupation (a c T : ℝ) : ℝ :=
  population a c T / population 0 c T
```

The model assumes non-interacting excitons in thermal equilibrium, with Boltzmann rather than Bose statistics and equal degeneracy of the branches. Boltzmann statistics requires a dilute gas. At fixed exciton density it fails once T is low enough, so the limits T → 0 below are limits within the model. Both dispersions are extended to all q, although a real linear term holds only at small q. The values of a and c are inputs, which a Bethe–Salpeter calculation of the exciton dispersion could supply.

## (a) Moments of an exponential weight

Show that for every natural number n and every b > 0

∫₀^∞ qⁿ e^(−bq) dq = n!/bⁿ⁺¹.

Substitute x = bq. The integral becomes

(1/bⁿ⁺¹) ∫₀^∞ xⁿ e^(−x) dx.

Call the remaining integral Gₙ. Then G₀ = 1, and for n ≥ 1 integration by parts gives

Gₙ = [−xⁿ e^(−x)]₀^∞ + n Gₙ₋₁ = n Gₙ₋₁,

because the boundary term vanishes at both ends. Hence Gₙ = n!.

The Lean proof takes the scaled Gamma integral from Mathlib at argument n + 1 and replaces Γ(n + 1) by n!. The remaining lines turn real exponents into natural-number powers.

```lean
/-- The moments of the unnormalised exponential weight `exp(-b q)` with decay rate `b > 0`: the
integral of `qⁿ exp(-b q)` over `q > 0` is `n! / bⁿ⁺¹`. -/
theorem exponential_moment (n : ℕ) {b : ℝ} (hb : 0 < b) :
    ∫ q in Ioi (0 : ℝ), q ^ n * Real.exp (-(b * q)) = (n.factorial : ℝ) / b ^ (n + 1) := by
  have h := Real.integral_rpow_mul_exp_neg_mul_Ioi
    (show (0 : ℝ) < (n : ℝ) + 1 by positivity) hb
  have e : (1 / b) ^ ((n : ℝ) + 1) = (1 / b) ^ (n + 1) := by
    exact_mod_cast Real.rpow_natCast (1 / b) (n + 1)
  rw [Real.Gamma_nat_eq_factorial, e] at h
  simp only [add_sub_cancel_right, Real.rpow_natCast] at h
  rw [h, one_div, inv_pow, div_eq_mul_inv, mul_comm]
```

## (b) Integrability of the moments

Show that for b > 0 the function qⁿ e^(−bq) is integrable over q > 0, that is,

∫₀^∞ |qⁿ e^(−bq)| dq < ∞.

The function is non-negative on this range, so the absolute value changes nothing, and part (a) gives the finite value n!/bⁿ⁺¹.

Lean argues by contradiction. Mathlib assigns the integral zero to a non-integrable function, whereas the value from part (a) is strictly positive.

```lean
/-- For a decay rate `b > 0` the function `qⁿ exp(-b q)` is integrable over `q > 0`. -/
theorem integrableOn_moment (n : ℕ) {b : ℝ} (hb : 0 < b) :
    IntegrableOn (fun q : ℝ => q ^ n * Real.exp (-(b * q))) (Ioi 0) := by
  by_contra h
  -- a non-integrable function would have integral zero in Mathlib, but the moment is positive
  have h0 : ∫ q in Ioi (0 : ℝ), q ^ n * Real.exp (-(b * q)) = 0 := integral_undef h
  rw [exponential_moment n hb] at h0
  have h1 : (0 : ℝ) < (n.factorial : ℝ) / b ^ (n + 1) := by positivity
  linarith
```

## (c) Population of the parabolic branch

Show that for c > 0 and T > 0

P(0, c, T) = T/(2c).

The integrand q exp(−cq²/T) has the antiderivative

F(q) = −(T/(2c)) exp(−cq²/T),

since differentiating the exponential produces the factor −2cq/T. At large q, F tends to 0, and F(0) = −T/(2c). The integral is therefore 0 − F(0) = T/(2c).

In the code, `hd` is the derivative, `hpos` the non-negativity of the integrand and `hl` the limit of F at infinity. The fundamental theorem of calculus on a half-line combines the three.

```lean
/-- The parabolic branch `c q²` with `c > 0` has population `T / (2c)` at thermal energy
`T > 0`. -/
theorem population_parabolic {c T : ℝ} (hc : 0 < c) (hT : 0 < T) :
    population 0 c T = T / (2 * c) := by
  -- the integrand has an explicit antiderivative
  have hd : ∀ q ∈ Ici (0 : ℝ), HasDerivAt
      (fun q : ℝ => -(T / (2 * c)) * Real.exp (-(0 * q + c * q ^ 2) / T))
      (q * Real.exp (-(0 * q + c * q ^ 2) / T)) q := by
    intro q _
    have h1 : HasDerivAt (fun q : ℝ => -(0 * q + c * q ^ 2) / T) (-(2 * c * q) / T) q := by
      have h := ((hasDerivAt_id' q).fun_mul (hasDerivAt_id' q)).const_mul (-c / T)
      have e : (fun q : ℝ => -(0 * q + c * q ^ 2) / T) = fun y => -c / T * (y * y) := by
        funext y
        ring
      rw [e]
      exact h.congr_deriv (by ring)
    have hk : T / (2 * c) * (2 * c * q / T) = q := by field_simp
    refine (h1.exp.const_mul (-(T / (2 * c)))).congr_deriv ?_
    linear_combination Real.exp (-(0 * q + c * q ^ 2) / T) * hk
  have hpos : ∀ q ∈ Ioi (0 : ℝ), 0 ≤ q * Real.exp (-(0 * q + c * q ^ 2) / T) :=
    fun q hq => mul_nonneg (le_of_lt hq) (Real.exp_pos _).le
  -- the antiderivative vanishes at large wave number
  have hq : Tendsto (fun q : ℝ => c / T * q ^ 2) atTop atTop :=
    (tendsto_pow_atTop two_ne_zero).const_mul_atTop (div_pos hc hT)
  have hl : Tendsto (fun q : ℝ => -(T / (2 * c)) * Real.exp (-(0 * q + c * q ^ 2) / T))
      atTop (𝓝 0) := by
    have h := (Real.tendsto_exp_neg_atTop_nhds_zero.comp hq).const_mul (-(T / (2 * c)))
    rw [mul_zero] at h
    refine h.congr fun q => ?_
    have e : -(0 * q + c * q ^ 2) / T = -(c / T * q ^ 2) := by ring
    rw [e, Function.comp_apply]
  unfold population
  rw [integral_Ioi_of_hasDerivAt_of_nonneg' hd hpos hl]
  simp
```

## (d) Two bounds for the linear branch

Show that for a > 0, c ≥ 0 and T > 0

T²/a² − 6cT³/a⁴ ≤ P(a, c, T) ≤ T²/a².

Split the Boltzmann factor:

exp(−(aq + cq²)/T) = exp(−aq/T) exp(−cq²/T).

The second factor is at most 1. Dropping it and using part (a) with n = 1 and b = a/T gives the upper bound:

P(a, c, T) ≤ ∫₀^∞ q e^(−aq/T) dq = T²/a².

For the lower bound, use e^(−x) ≥ 1 − x with x = cq²/T:

P(a, c, T) ≥ ∫₀^∞ q e^(−aq/T) dq − (c/T) ∫₀^∞ q³ e^(−aq/T) dq.

The second integral is 3! T⁴/a⁴ = 6T⁴/a⁴, so the subtracted term is 6cT³/a⁴. At c = 0 the two bounds coincide.

The pointwise inequalities are `up` and `low`. The statement `I` obtains integrability of the Boltzmann integrand by comparison with the first moment, and `setIntegral_mono_on` then carries each inequality over to the integrals. The value of the lower integral is `hv`.

```lean
/-- For `a > 0`, `c ≥ 0` and `T > 0` the population of the branch `a q + c q²` lies between
`T²/a² - 6cT³/a⁴` and `T²/a²`. -/
theorem population_bounds {a c T : ℝ} (ha : 0 < a) (hc : 0 ≤ c) (hT : 0 < T) :
    T ^ 2 / a ^ 2 - 6 * c * T ^ 3 / a ^ 4 ≤ population a c T ∧
      population a c T ≤ T ^ 2 / a ^ 2 := by
  have hb : 0 < a / T := div_pos ha hT
  have I1 := integrableOn_moment 1 hb
  have I3 := integrableOn_moment 3 hb
  have m1 : ∫ q in Ioi (0 : ℝ), q ^ 1 * Real.exp (-(a / T * q)) = T ^ 2 / a ^ 2 := by
    rw [exponential_moment 1 hb, Nat.factorial_one, Nat.cast_one,
      show (1 : ℕ) + 1 = 2 from rfl, div_pow, one_div_div]
  -- dropping the parabolic energy raises the Boltzmann factor
  have up : ∀ q ∈ Ioi (0 : ℝ), q * Real.exp (-(a * q + c * q ^ 2) / T) ≤
      q ^ 1 * Real.exp (-(a / T * q)) := by
    intro q hq
    rw [pow_one]
    refine mul_le_mul_of_nonneg_left (Real.exp_le_exp.2 ?_) (le_of_lt hq)
    have e : -(a * q + c * q ^ 2) / T = -(a / T * q) - c * q ^ 2 / T := by ring
    have h : 0 ≤ c * q ^ 2 / T := by positivity
    linarith
  -- the inequality `1 - x ≤ exp (-x)` bounds it from below
  have low : ∀ q ∈ Ioi (0 : ℝ), q ^ 1 * Real.exp (-(a / T * q)) -
      c / T * (q ^ 3 * Real.exp (-(a / T * q))) ≤
      q * Real.exp (-(a * q + c * q ^ 2) / T) := by
    intro q hq
    have hq0 : 0 < q := hq
    have e : -(a * q + c * q ^ 2) / T = -(a / T * q) + -(c * q ^ 2 / T) := by ring
    have h := Real.add_one_le_exp (-(c * q ^ 2 / T))
    calc _ = q * Real.exp (-(a / T * q)) * (-(c * q ^ 2 / T) + 1) := by ring
      _ ≤ q * Real.exp (-(a / T * q)) * Real.exp (-(c * q ^ 2 / T)) :=
        mul_le_mul_of_nonneg_left h (by positivity)
      _ = _ := by rw [e, Real.exp_add, mul_assoc]
  have I : IntegrableOn (fun q : ℝ => q * Real.exp (-(a * q + c * q ^ 2) / T)) (Ioi 0) := by
    refine Integrable.mono' I1 (Continuous.aestronglyMeasurable (by fun_prop)) ?_
    refine (ae_restrict_iff' measurableSet_Ioi).2 (Eventually.of_forall fun q hq => ?_)
    rw [Real.norm_of_nonneg (mul_nonneg (le_of_lt hq) (Real.exp_pos _).le)]
    exact up q hq
  constructor
  · have h := setIntegral_mono_on (Integrable.sub I1 (Integrable.const_mul I3 (c / T))) I
      measurableSet_Ioi low
    have hv : ∫ q in Ioi (0 : ℝ), (q ^ 1 * Real.exp (-(a / T * q)) -
        c / T * (q ^ 3 * Real.exp (-(a / T * q)))) =
        T ^ 2 / a ^ 2 - 6 * c * T ^ 3 / a ^ 4 := by
      have f3 : ((Nat.factorial 3 : ℕ) : ℝ) = 6 := by norm_num [Nat.factorial]
      rw [integral_sub I1 (Integrable.const_mul I3 (c / T)), integral_const_mul, m1,
        exponential_moment 3 hb, f3]
      congr 1
      rw [show (3 : ℕ) + 1 = 4 from rfl, div_pow]
      field_simp
    exact hv.symm.le.trans h
  · exact (setIntegral_mono_on I I1 measurableSet_Ioi up).trans m1.le
```

## (e) Relative occupation per unit thermal energy, from below

Show that for a, c, T > 0

2c/a² − 12c²T/a⁴ ≤ R(T)/T.

By part (c), dividing by P(0, c, T) and then by T amounts to multiplying by 2c/T²:

R(T)/T = (2c/T²) P(a, c, T).

Insert the lower bound of part (d):

(2c/T²)(T²/a² − 6cT³/a⁴) = 2c/a² − 12c²T/a⁴.

Lean clears the two positive denominators with `le_div_iff₀` and then applies the first half of `population_bounds`.

```lean
/-- For `a, c, T > 0` the relative occupation divided by `T` is at least
`2c/a² - 12c²T/a⁴`. -/
theorem le_relativeOccupation_div {a c T : ℝ} (ha : 0 < a) (hc : 0 < c) (hT : 0 < T) :
    2 * c / a ^ 2 - 12 * c ^ 2 * T / a ^ 4 ≤ relativeOccupation a c T / T := by
  unfold relativeOccupation
  rw [population_parabolic hc hT, le_div_iff₀ hT, le_div_iff₀ (by positivity)]
  refine le_trans (le_of_eq ?_) (population_bounds ha hc.le hT).1
  field_simp
  ring
```

## (f) Relative occupation from above

Show that for a, c, T > 0

R(T) ≤ 2cT/a².

Divide the upper bound of part (d) by the parabolic population:

R(T) ≤ (T²/a²)/(T/(2c)) = 2cT/a².

The bound holds at every positive thermal energy, but it says little once 2cT exceeds a², since R(T) never exceeds 1 anyway. The Lean steps are those of part (e), now with the second half of `population_bounds`.

```lean
/-- For `a, c, T > 0` the occupation of the branch `a q + c q²` relative to the parabolic
branch `c q²` is at most `2cT/a²`. -/
theorem relativeOccupation_le {a c T : ℝ} (ha : 0 < a) (hc : 0 < c) (hT : 0 < T) :
    relativeOccupation a c T ≤ 2 * c * T / a ^ 2 := by
  unfold relativeOccupation
  rw [population_parabolic hc hT, div_le_iff₀ (by positivity)]
  refine (population_bounds ha hc.le hT).2.trans (le_of_eq ?_)
  field_simp
```

## (g) The slope at low temperature

Show that for a, c > 0

R(T)/T → 2c/a² as T decreases to 0.

Parts (e) and (f) together give, for every T > 0,

2c/a² − 12c²T/a⁴ ≤ R(T)/T ≤ 2c/a².

The left side tends to 2c/a² and the right side is constant, so the quotient is squeezed to the same value. The bounds also show that replacing R(T)/T by its limit overestimates it by at most 12c²T/a⁴, a fraction 6cT/a² of the limit. As long as Boltzmann statistics applies, the linear law is thus accurate when T is small compared with a²/(6c).

The filter `𝓝[>] 0` expresses that T approaches zero through positive values. The limit of the lower bound is `hlow`, and the two `filter_upwards` blocks supply the inequalities for T > 0.

```lean
/-- For `a, c > 0` the relative occupation of the branch `a q + c q²` vanishes linearly on
cooling: divided by `T` it tends to `2c/a²` as `T` decreases to zero. -/
theorem tendsto_relativeOccupation_div {a c : ℝ} (ha : 0 < a) (hc : 0 < c) :
    Tendsto (fun T => relativeOccupation a c T / T) (𝓝[>] 0) (𝓝 (2 * c / a ^ 2)) := by
  have hcont : Continuous (fun T : ℝ => 2 * c / a ^ 2 - 12 * c ^ 2 * T / a ^ 4) := by
    fun_prop
  have hlow := (hcont.tendsto 0).mono_left (nhdsWithin_le_nhds (s := Ioi 0))
  simp only [mul_zero, zero_div, sub_zero] at hlow
  -- squeeze between the two explicit bounds
  refine tendsto_of_tendsto_of_tendsto_of_le_of_le' hlow tendsto_const_nhds ?_ ?_
  · filter_upwards [self_mem_nhdsWithin] with T hT
    exact le_relativeOccupation_div ha hc hT
  · filter_upwards [self_mem_nhdsWithin] with T hT
    rw [div_le_iff₀ hT]
    exact (relativeOccupation_le ha hc hT).trans (le_of_eq (by ring))
```

## (h) Share of the total population

Show that for a, c > 0

P(a, c, T) / (P(a, c, T) + P(0, c, T)) → 0 as T decreases to 0.

Both populations are non-negative and the parabolic one is positive. Removing P(a, c, T) from the denominator can only raise the fraction, so by part (f)

0 ≤ P(a, c, T) / (P(a, c, T) + P(0, c, T)) ≤ R(T) ≤ 2cT/a².

The right side tends to zero with T. At a = 0 the branches coincide and the share is 1/2 at every T > 0. For a < 0 the first branch has the lower minimum and its share tends to 1. The conclusion therefore needs a > 0.

For thermal averages over a computed exciton dispersion, this means that the statistical weight of the linear branch disappears on cooling, within the model of non-interacting excitons that obey Boltzmann statistics and occupy two isotropic branches with the same coefficient c.

In the code, `hn` and `hp` are the two sign statements and `hup` is the limit of the upper bound. The last step chains the comparison of denominators with `relativeOccupation_le`.

```lean
/-- For `a, c > 0` the share of the branch `a q + c q²` in the total population of the two
branches tends to zero as `T` decreases to zero. -/
theorem tendsto_linear_share {a c : ℝ} (ha : 0 < a) (hc : 0 < c) :
    Tendsto (fun T => population a c T / (population a c T + population 0 c T))
      (𝓝[>] 0) (𝓝 0) := by
  have hcont : Continuous (fun T : ℝ => 2 * c * T / a ^ 2) := by fun_prop
  have hup := (hcont.tendsto 0).mono_left (nhdsWithin_le_nhds (s := Ioi 0))
  simp only [mul_zero, zero_div] at hup
  have hn : ∀ T, 0 ≤ population a c T := fun T =>
    setIntegral_nonneg measurableSet_Ioi fun q hq =>
      mul_nonneg (le_of_lt hq) (Real.exp_pos _).le
  have hp : ∀ T, 0 < T → 0 < population 0 c T := fun T hT => by
    rw [population_parabolic hc hT]
    positivity
  refine tendsto_of_tendsto_of_tendsto_of_le_of_le' tendsto_const_nhds hup ?_ ?_
  · filter_upwards [self_mem_nhdsWithin] with T hT
    exact div_nonneg (hn T) (add_nonneg (hn T) (hp T hT).le)
  · filter_upwards [self_mem_nhdsWithin] with T hT
    -- the share is at most the relative occupation
    exact (div_le_div_of_nonneg_left (hn T) (hp T hT) (by linarith [hn T])).trans
      (relativeOccupation_le ha hc hT)

end

end ExcitonBranchOccupation
```

```lean
#print axioms ExcitonBranchOccupation.tendsto_relativeOccupation_div
#print axioms ExcitonBranchOccupation.tendsto_linear_share
```

```
'ExcitonBranchOccupation.tendsto_relativeOccupation_div' depends on axioms: [propext, Classical.choice, Quot.sound]
'ExcitonBranchOccupation.tendsto_linear_share' depends on axioms: [propext, Classical.choice, Quot.sound]
```
